# Second-order singles and their fourth-order energy in a three-state model obeying Brillouin's theorem

## Three states and one coupling parameter

Take three orthonormal states: a reference determinant, a singly excited state and a doubly excited state. Energies are measured from the reference, so the single has diagonal energy $a$ and the double has diagonal energy $d$. A real parameter $z$ scales the couplings. The reference couples to the double by $zK$ and the single couples to the double by $zb$, with $K$ and $b$ real. In this basis the Hamiltonian is

$$
H(z)=\begin{pmatrix}0&0&zK\\0&a&zb\\zK&zb&d\end{pmatrix}.
$$

The zero between reference and single is Brillouin's theorem, put in by assumption. It stands for a Hartree–Fock reference, whose energy is stationary under orbital rotations.

Eigenvectors are written in intermediate normalisation, $(1,s,t)$, where $s$ is the singles coefficient and $t$ the doubles coefficient. The reference branch is a family of such eigenvectors, one for each small $z\neq0$, whose eigenvalue $E(z)$ tends to $0$ as $z\to0$. The comparison energy $E_0(z)$ belongs to the reference branch of the same matrix with $b=0$. There the single is decoupled, so $E_0$ is the energy obtained from the reference and the double alone.

For $a\neq0$ and $d\neq0$, which includes the usual case of positive excitation energies, the claim is

$$
\frac{s(z)}{z^2}\to\frac{bK}{ad},\qquad
\frac{E(z)-E_0(z)}{z^4}\to-\frac{K^2b^2}{ad^2}\qquad(z\to0).
$$

If $b$ and $K$ are both nonzero, the single therefore enters the state at second order and shifts the energy at fourth order, although it has no direct coupling to the reference.

In this three-state, one-parameter model the single is driven by the double, as singles amplitudes are driven by doubles amplitudes in CCSD on a Hartree–Fock reference. The equations solved here are those of a linear eigenvalue problem and not the nonlinear CCSD equations.

## The double as a source for the single

The three rows of $H(z)(1,s,t)^T=E\,(1,s,t)^T$ read

$$
zKt=E,\qquad as+zbt=Es,\qquad zK+zbs+dt=Et.
$$

The second and third rows can be rearranged as

$$
(a-E)s=-zbt,\qquad (d-E)t=-zK-zbs.
$$

Multiply the first of these by $d-E$ and insert the second:

$$
(a-E)(d-E)s=-zb(d-E)t=z^2bK+z^2b^2s.
$$

Collecting the terms in $s$ gives

$$
s\,\bigl[(a-E)(d-E)-z^2b^2\bigr]=z^2bK.
$$

As $z\to0$ we have $E\to0$, so the bracket tends to $ad\neq0$. It is then nonzero for all small $z\neq0$, and division is allowed:

$$
\frac{s}{z^2}=\frac{bK}{(a-E)(d-E)-z^2b^2}\to\frac{bK}{ad}.
$$

## The energy with and without the single

Multiply the doubles equation by $zK$ and replace $zKt$ by $E$. This gives

$$
E(d-E)=-z^2K^2-z^2Kbs.
$$

For $b=0$ the same step gives $E_0(d-E_0)=-z^2K^2$. Subtracting, and using $E^2-E_0^2=(E-E_0)(E+E_0)$, we find

$$
(E-E_0)(d-E-E_0)=-z^2Kbs.
$$

The factor $d-E-E_0$ tends to $d\neq0$. Dividing by it and by $z^4$ yields

$$
\frac{E-E_0}{z^4}=-\frac{Kb}{d-E-E_0}\,\frac{s}{z^2}
\to-\frac{Kb}{d}\,\frac{bK}{ad}=-\frac{K^2b^2}{ad^2}.
$$

For $b,K\neq0$ the limit has the opposite sign to $a$, because $K$, $b$ and $d$ enter squared. If $a>0$ and $b,K\neq0$, the single lowers the energy for all small $z\neq0$.

The vector $(1,s,t)$ does not have unit length. The coefficient in the unit vector is $s/\sqrt{1+s^2+t^2}$. Since $s$ and $t$ both tend to $0$, dividing it by $z^2$ gives the same limit $bK/(ad)$; this last observation goes beyond the theorems below.

## Numbers at $z=0.1$

Let $a=2$ and $d=K=b=1$. The characteristic equation factorises as $(1-E)(E^2-2E-2z^2)=0$, and the root that tends to $0$ is $E=1-r$ with $r=\sqrt{1+2z^2}$. The rows of the eigenvalue equation then give

$$
t=-\frac{2z}{r+1},\qquad s=\frac{r-1}{r+1}.
$$

Without the single, $E_0(1-E_0)=-z^2$, so $E_0=\tfrac12\bigl(1-\sqrt{1+4z^2}\bigr)$.

At $z=0.1$ these formulas give $r\approx1.0099505$ and the following values:

| Quantity | Value | Scaled value | Limit |
|---|---|---|---|
| $s$ | $0.0049506$ | $s/z^2\approx0.4951$ | $0.5$ |
| $s/\sqrt{1+s^2+t^2}$ | $0.0049262$ | divided by $z^2$: $0.4926$ | $0.5$ |
| $E-E_0$ | $-0.00004854$ | $(E-E_0)/z^4\approx-0.4854$ | $-0.5$ |

The energies themselves are $E\approx-0.00995049$ and $E_0\approx-0.00990195$.

## The matrix and the branch in Lean

```lean
import Mathlib

open Filter Topology Matrix

namespace SinglesDespiteBrillouin
```

The Hamiltonian is a real matrix indexed by `Fin 3`, with indices 0, 1 and 2 for the reference, the single and the double.

```lean
/-- Hamiltonian in the basis reference, single, double, with excitation energies `a` and `d`.
The reference couples to the double by `z K`, the single to the double by `z b`, and the
reference does not couple to the single (Brillouin's theorem). -/
def hamiltonian (a d K b z : ℝ) : Matrix (Fin 3) (Fin 3) ℝ :=
  !![0, 0, z * K; 0, a, z * b; z * K, z * b, d]
```

The parameters carry no sign conditions at this stage; each theorem adds the ones it needs. The next definition states what a reference branch is.

```lean
/-- The reference branch: for all small `z ≠ 0` the vector `(1, s z, t z)` is an eigenvector
of the Hamiltonian with eigenvalue `E z`, and `E z` tends to `0` as `z` tends to `0`. -/
def IsReferenceBranch (a d K b : ℝ) (s t E : ℝ → ℝ) : Prop :=
  (∀ᶠ z in 𝓝[≠] (0 : ℝ),
    hamiltonian a d K b z *ᵥ ![1, s z, t z] = E z • ![1, s z, t z]) ∧
  Tendsto E (𝓝[≠] 0) (𝓝 0)
```

Here `s`, `t` and `E` are functions of `z`, `*ᵥ` is the matrix acting on a vector, and `•` is multiplication by a scalar. The filter `𝓝[≠] (0 : ℝ)` describes $z$ approaching $0$ through nonzero values, and `∀ᶠ` means "for all $z$ close enough to $0$" in that sense. The values at $z=0$ play no part. Neither continuity of the functions away from $0$ nor smallness of `s` and `t` is assumed.

Some condition selecting the branch is needed. For $a=2$ and $d=K=b=1$, the vector $(1,-1,1/z)$ is an eigenvector with eigenvalue $1$ for every $z\neq0$, as substitution shows, and its $s/z^2=-1/z^2$ diverges. The requirement that `E` tends to `0` excludes this state.

The theorems take a reference branch as given and derive its behaviour. They do not construct one for general parameters.

## The eigenvalue equation as scalar identities

```lean
/-- The eigenvalue equation in intermediate normalisation is equivalent to an energy equation,
a singles equation and a doubles equation. -/
theorem eigen_iff {a d K b z s t E : ℝ} :
    hamiltonian a d K b z *ᵥ ![1, s, t] = E • ![1, s, t] ↔
      z * K * t = E ∧ a * s + z * b * t = E * s ∧ z * K + z * b * s + d * t = E * t := by
  constructor
  · intro h
    have h0 := congrFun h 0
    have h1 := congrFun h 1
    have h2 := congrFun h 2
    simp [hamiltonian, Matrix.mulVec, dotProduct, Fin.sum_univ_three] at h0 h1 h2
    exact ⟨by linarith, by linarith, by linarith⟩
  · rintro ⟨h0, h1, h2⟩
    ext i
    fin_cases i <;>
      simp [hamiltonian, Matrix.mulVec, dotProduct, Fin.sum_univ_three] <;> linarith
```

In this lemma `s`, `t` and `E` are numbers at one fixed `z`. From left to right, the proof reads off the three components of the vector equation with `congrFun` and expands the matrix product. From right to left, `fin_cases i` goes through the three rows.

```lean
/-- Eliminating the doubles coefficient leaves one equation for the singles coefficient, with
the source term `z² b K`. -/
theorem singles_equation {a d K b z s t E : ℝ}
    (h : hamiltonian a d K b z *ᵥ ![1, s, t] = E • ![1, s, t]) :
    s * ((a - E) * (d - E) - z ^ 2 * b ^ 2) = z ^ 2 * b * K := by
  obtain ⟨_, h1, h2⟩ := eigen_iff.1 h
  linear_combination (d - E) * h1 - z * b * h2
```

This is the elimination of the doubles coefficient. The coefficients given to `linear_combination` are the steps of the derivation: the singles equation `h1` is multiplied by `d - E`, and `z * b` times the doubles equation `h2` is subtracted. No division takes place, so the identity holds for every eigenvector with first component 1, on any branch.

```lean
/-- For an eigenvalue `E` with single–double coupling `b` and an eigenvalue `E₀` with that coupling
set to zero, both with eigenvectors of first component 1, the product `(E - E₀) (d - E - E₀)` equals
`-z² K b s`, where `s` is the singles coefficient belonging to `E`. -/
theorem energy_difference {a d K b z s t E s₀ t₀ E₀ : ℝ}
    (h : hamiltonian a d K b z *ᵥ ![1, s, t] = E • ![1, s, t])
    (h' : hamiltonian a d K 0 z *ᵥ ![1, s₀, t₀] = E₀ • ![1, s₀, t₀]) :
    (E - E₀) * (d - E - E₀) = -(z ^ 2 * K * b * s) := by
  obtain ⟨h0, _, h2⟩ := eigen_iff.1 h
  obtain ⟨g0, _, g2⟩ := eigen_iff.1 h'
  linear_combination z * K * h2 - (d - E) * h0 - z * K * g2 + (d - E₀) * g0
```

The two hypotheses are the eigenvalue equations with coupling `b` and with coupling `0`, at the same `z`. The doubles equations `h2` and `g2` are multiplied by `z * K`, the energy equations `h0` and `g0` remove the doubles coefficients, and the two results are subtracted. The coefficient `s₀` drops out because it is multiplied by the zero coupling.

## The second-order and fourth-order limits

```lean
/-- For nonzero excitation energies, the singles coefficient on the reference branch is of second
order in `z` or smaller: `s / z²` tends to `b K / (a d)`. -/
theorem singles_second_order {a d K b : ℝ} {s t E : ℝ → ℝ} (ha : a ≠ 0) (hd : d ≠ 0)
    (h : IsReferenceBranch a d K b s t E) :
    Tendsto (fun z => s z / z ^ 2) (𝓝[≠] 0) (𝓝 (b * K / (a * d))) := by
  obtain ⟨hv, hE⟩ := h
  have hz : Tendsto (fun z : ℝ => z) (𝓝[≠] 0) (𝓝 0) :=
    tendsto_id.mono_left nhdsWithin_le_nhds
  -- the denominator of the singles equation tends to `a d`
  have hD : Tendsto (fun z => (a - E z) * (d - E z) - z ^ 2 * b ^ 2)
      (𝓝[≠] 0) (𝓝 (a * d)) := by
    have h1 := ((hE.const_sub a).mul (hE.const_sub d)).sub ((hz.pow 2).mul_const (b ^ 2))
    simpa using h1
  have hlim : Tendsto (fun z => b * K / ((a - E z) * (d - E z) - z ^ 2 * b ^ 2))
      (𝓝[≠] 0) (𝓝 (b * K / (a * d))) :=
    tendsto_const_nhds.div hD (mul_ne_zero ha hd)
  refine hlim.congr' ?_
  filter_upwards [hv, hD.eventually_ne (mul_ne_zero ha hd), self_mem_nhdsWithin]
    with z h1 h2 h3
  have hz0 : z ≠ 0 := h3
  rw [div_eq_div_iff h2 (pow_ne_zero 2 hz0)]
  linear_combination -(singles_equation h1)
```

The statement is the first limit of the claim, for any reference branch with `a ≠ 0` and `d ≠ 0`. In the proof, `hD` says that the bracket $(a-E)(d-E)-z^2b^2$ tends to $ad$, and `hlim` divides the constant $bK$ by it. It remains to show that this quotient equals $s/z^2$ near $0$. The `filter_upwards` step collects what holds for all small $z\neq0$: the eigenvalue equation, the nonvanishing of the bracket, and $z\neq0$ itself. Cross-multiplication then reduces the equality to `singles_equation`.

```lean
/-- For nonzero excitation energies, let `E` and `E₀` be the energies of reference branches with
single–double coupling `b` and `0`. Then `(E - E₀) / z⁴` tends to `-K² b² / (a d²)` as `z` tends to
`0` through nonzero values. -/
theorem energy_fourth_order {a d K b : ℝ} {s t E s₀ t₀ E₀ : ℝ → ℝ} (ha : a ≠ 0) (hd : d ≠ 0)
    (h : IsReferenceBranch a d K b s t E) (h' : IsReferenceBranch a d K 0 s₀ t₀ E₀) :
    Tendsto (fun z => (E z - E₀ z) / z ^ 4) (𝓝[≠] 0)
      (𝓝 (-(K ^ 2 * b ^ 2) / (a * d ^ 2))) := by
  have hs := singles_second_order ha hd h
  have hD : Tendsto (fun z => d - E z - E₀ z) (𝓝[≠] 0) (𝓝 d) := by
    simpa using (h.2.const_sub d).sub h'.2
  have hlim := (hs.const_mul (-(K * b))).div hD hd
  have hval : -(K * b) * (b * K / (a * d)) / d = -(K ^ 2 * b ^ 2) / (a * d ^ 2) := by
    field_simp
  rw [hval] at hlim
  refine hlim.congr' ?_
  filter_upwards [h.1, h'.1, hD.eventually_ne hd, self_mem_nhdsWithin] with z h1 h2 h3 h4
  have hz0 : z ≠ 0 := h4
  have hc : s z / z ^ 2 * z ^ 4 = s z * z ^ 2 := by field_simp
  change -(K * b) * (s z / z ^ 2) / (d - E z - E₀ z) = (E z - E₀ z) / z ^ 4
  rw [div_eq_div_iff h3 (pow_ne_zero 4 hz0)]
  linear_combination -(K * b) * hc - energy_difference h1 h2
```

The two branches enter as separate hypotheses, `h` with coupling `b` and `h'` with coupling `0`. The proof multiplies the singles limit by $-Kb$ and divides by $d-E-E_0$, whose limit $d$ is given by `hD`. The equation `hval` simplifies the resulting constant to $-K^2b^2/(ad^2)$. As before, the last part identifies the quotient with the one in the statement for small $z\neq0$, this time through `energy_difference`.

## A nonzero coefficient and a lower energy

```lean
/-- For nonzero excitation energies and nonzero `K` and `b`, the singles coefficient on the
reference branch is nonzero for all small `z ≠ 0`. -/
theorem singles_ne_zero {a d K b : ℝ} {s t E : ℝ → ℝ} (ha : a ≠ 0) (hd : d ≠ 0)
    (hK : K ≠ 0) (hb : b ≠ 0) (h : IsReferenceBranch a d K b s t E) :
    ∀ᶠ z in 𝓝[≠] (0 : ℝ), s z ≠ 0 := by
  have hne : b * K / (a * d) ≠ 0 := div_ne_zero (mul_ne_zero hb hK) (mul_ne_zero ha hd)
  filter_upwards [(singles_second_order ha hd h).eventually_ne hne] with z hz h0
  exact hz (by rw [h0, zero_div])
```

When `K` and `b` are nonzero, the limit of $s/z^2$ is nonzero, so the quotient itself is nonzero close to $0$. A vanishing `s z` would make it zero, which is a contradiction.

```lean
/-- If the single lies above the reference (`a > 0`) and `d`, `K`, `b` are nonzero, the
single–double coupling strictly lowers the energy of the reference branch for all small
`z ≠ 0`. -/
theorem singles_lower_energy {a d K b : ℝ} {s t E s₀ t₀ E₀ : ℝ → ℝ} (ha : 0 < a) (hd : d ≠ 0)
    (hK : K ≠ 0) (hb : b ≠ 0) (h : IsReferenceBranch a d K b s t E)
    (h' : IsReferenceBranch a d K 0 s₀ t₀ E₀) :
    ∀ᶠ z in 𝓝[≠] (0 : ℝ), E z < E₀ z := by
  have hneg : -(K ^ 2 * b ^ 2) / (a * d ^ 2) < 0 :=
    div_neg_of_neg_of_pos (neg_lt_zero.2 (by positivity)) (by positivity)
  filter_upwards [(energy_fourth_order ha.ne' hd h h').eventually_lt_const hneg] with z hz
  by_contra hcon
  have h1 : 0 ≤ E z - E₀ z := sub_nonneg.2 (not_lt.1 hcon)
  exact absurd hz (not_lt_of_ge (div_nonneg h1 (by positivity)))
```

This theorem needs `0 < a`, meaning that the single lies above the reference, while `d` may have either sign. The limit of $(E-E_0)/z^4$ is then negative, so the quotient is negative for all small $z\neq0$. If $E\geq E_0$ held at such a $z$, the quotient would be nonnegative, because $z^4$ is.

## Both branches in closed form

```lean
/-- For `a = 2` and `d = K = 1`, the reference branches with `b = 1` and with `b = 0` in
closed form. -/
theorem referenceBranch_witness :
    IsReferenceBranch 2 1 1 1
      (fun z => (√(1 + 2 * z ^ 2) - 1) / (√(1 + 2 * z ^ 2) + 1))
      (fun z => -2 * z / (√(1 + 2 * z ^ 2) + 1))
      (fun z => 1 - √(1 + 2 * z ^ 2)) ∧
    IsReferenceBranch 2 1 1 0 (fun _ => 0)
      (fun z => -2 * z / (√(1 + 4 * z ^ 2) + 1))
      (fun z => (1 - √(1 + 4 * z ^ 2)) / 2) := by
  refine ⟨⟨Eventually.of_forall fun z => eigen_iff.2 ?_, ?_⟩,
    ⟨Eventually.of_forall fun z => eigen_iff.2 ?_, ?_⟩⟩
  · beta_reduce
    have hr : √(1 + 2 * z ^ 2) ^ 2 = 1 + 2 * z ^ 2 := Real.sq_sqrt (by positivity)
    have hp : 0 ≤ √(1 + 2 * z ^ 2) := Real.sqrt_nonneg _
    generalize √(1 + 2 * z ^ 2) = r at hr hp ⊢
    have hu : (r + 1)⁻¹ * (r + 1) = 1 := inv_mul_cancel₀ (by positivity)
    refine ⟨?_, ?_, ?_⟩
    · linear_combination (r + 1)⁻¹ * hr + (1 - r) * hu
    · linear_combination (r + 1)⁻¹ * hr
    · linear_combination -z * hu
  · have hc : Continuous fun z : ℝ => 1 - √(1 + 2 * z ^ 2) := by fun_prop
    exact (hc.tendsto' 0 0 (by simp)).mono_left nhdsWithin_le_nhds
  · beta_reduce
    have hr : √(1 + 4 * z ^ 2) ^ 2 = 1 + 4 * z ^ 2 := Real.sq_sqrt (by positivity)
    have hp : 0 ≤ √(1 + 4 * z ^ 2) := Real.sqrt_nonneg _
    generalize √(1 + 4 * z ^ 2) = r at hr hp ⊢
    have hu : (r + 1)⁻¹ * (r + 1) = 1 := inv_mul_cancel₀ (by positivity)
    refine ⟨?_, ?_, ?_⟩
    · linear_combination (r + 1)⁻¹ / 2 * hr + (1 - r) / 2 * hu
    · ring
    · linear_combination -z * hu
  · have hc : Continuous fun z : ℝ => (1 - √(1 + 4 * z ^ 2)) / 2 := by fun_prop
    exact (hc.tendsto' 0 0 (by simp)).mono_left nhdsWithin_le_nhds

end SinglesDespiteBrillouin
```

They include the functions used for the numbers at $z=0.1$. The theorem shows that the definition of a reference branch can be satisfied both with and without the single–double coupling. In each case the proof replaces the square root by a letter `r`, keeping only the value of its square and its nonnegativity. The three scalar equations then follow from that value and from `hu`, which says that `r + 1` times its inverse is 1. The energies tend to $0$ because they are continuous functions of `z` that vanish at `z = 0`.

```lean
#print axioms SinglesDespiteBrillouin.singles_second_order
#print axioms SinglesDespiteBrillouin.singles_ne_zero
#print axioms SinglesDespiteBrillouin.singles_lower_energy
```

```
'SinglesDespiteBrillouin.singles_second_order' depends on axioms: [propext, Classical.choice, Quot.sound]
'SinglesDespiteBrillouin.singles_ne_zero' depends on axioms: [propext, Classical.choice, Quot.sound]
'SinglesDespiteBrillouin.singles_lower_energy' depends on axioms: [propext, Classical.choice, Quot.sound]
```
